# The full n-mode expansion reproduces the potential, and each coupling term vanishes when one of its coordinates is at its reference value

A molecule vibrates about a reference geometry r, and its potential V depends on too many coordinates to tabulate on a full grid. So I compute V on cuts, where only the coordinates in a set T are displaced and the rest stay at r, and combine the cuts into mode-coupling terms:

V_S(x) = Σ_{T⊆S} (−1)^(|S|−|T|) V(x[T])

Here x[T] takes the coordinates in T from x and all others from r. I am told that the V_S, summed over all S, give back V exactly, and that V_S(x) = 0 as soon as x_i = r_i for some i in S. Can this be made rigorous and checked by machine? And when is it exact to stop at n-coordinate terms?

## Each added coordinate brings in a finite difference

Yes. Take i ∉ S and pair each subset T of S with T∪{i}:

V_{S∪{i}}(x) = Σ_{T⊆S} (−1)^(|S|−|T|) [V(x[T∪{i}]) − V(x[T])]

**Vanishing.** If x_i = r_i, then x[T∪{i}] = x[T], and every bracket is zero.

**Sum.** For fixed x, let Vⁱ(y) be V at y with coordinate i reset to x_i. The identity above then reads

V_{S∪{i}}(x) = (Vⁱ)_S(x) − V_S(x)

We show by induction on U, for all potentials at once, that Σ_{S⊆U} V_S(x) = V(x[U]). For U = ∅ both sides are V(r). Adding i ∉ U gives

Σ_{S⊆U} [V_S(x) + V_{S∪{i}}(x)] = Σ_{S⊆U} (Vⁱ)_S(x) = Vⁱ(x[U]) = V(x[U∪{i}])

With U the set of all coordinates, the right-hand side is V(x).

**Uniqueness.** Let terms W_S also sum to V, depend only on the coordinates in S, and vanish when one of these is at its reference value. At x[T] only the terms with S ⊆ T survive, and there W_S(x[T]) = W_S(x). Hence

Σ_{S⊆T} W_S(x) = V(x[T]) = Σ_{S⊆T} V_S(x)

If the terms agree for all proper subsets of T, they agree for T.

**Truncation.** If at most n coordinates are displaced, every S with |S| > n contains an undisplaced one, so its term vanishes and the n-mode potential is exact there. It is exact everywhere precisely when V is a sum of functions f_K of at most n coordinates each. Given such a sum, V_S = Σ_K (f_K)_S by linearity; for |S| > n, each K misses some i in S, so the brackets for f_K vanish. Conversely, a truncated expansion that equals V is itself such a sum.

## What the Lean statements say

A geometry is a function `ι → ℝ`, with one real number per coordinate label. `cut r x T` is x[T], `modeTerm V r S x` is V_S(x), and `nMode V r n x` keeps the terms with |S| ≤ n. `CouplesOnly f S` says that f takes equal values at geometries that agree on S.

`mode_expansion` states the sum and the vanishing together, for any finite coordinate set, any r and any V, with no smoothness assumed; r need not be a minimum. V must be defined for all real coordinate values, so restricted ranges, as for bond lengths, are not modelled.

For vibrational calculations with finitely many coordinates and such a potential, `nMode_exact_iff` identifies when truncation costs nothing; it gives no error estimate otherwise.

```lean
import Mathlib

open Finset

namespace NModeExpansion

noncomputable section

variable {ι : Type*} [DecidableEq ι]

/-- The geometry with the coordinates in `T` taken from `x` and all others held at the
reference point `r`. -/
def cut (r x : ι → ℝ) (T : Finset ι) : ι → ℝ := fun i => if i ∈ T then x i else r i

/-- The mode-coupling term `V_S`: the alternating sum of the potential over the cuts
through the reference point that displace only coordinates in `S`. -/
def modeTerm (V : (ι → ℝ) → ℝ) (r : ι → ℝ) (S : Finset ι) (x : ι → ℝ) : ℝ :=
  ∑ T ∈ S.powerset, (-1) ^ (S.card - T.card) * V (cut r x T)

/-- The function `f` of the geometry depends only on the coordinates in `S`. -/
def CouplesOnly (f : (ι → ℝ) → ℝ) (S : Finset ι) : Prop :=
  ∀ x y : ι → ℝ, (∀ i ∈ S, x i = y i) → f x = f y

/-- Adding `i` to `T` sets coordinate `i` of the cut geometry to `x i` and leaves all other
coordinates as they were. -/
theorem cut_insert (r x : ι → ℝ) (i : ι) (T : Finset ι) :
    cut r x (insert i T) = Function.update (cut r x T) i (x i) := by
  ext j
  by_cases h : j = i
  · subst h
    simp [cut]
  · simp [cut, h]

/-- Adding a coordinate `i` to `S` turns the coupling term into a finite difference: the term
of the potential with coordinate `i` fixed at `x i`, minus the term of the potential itself. -/
theorem modeTerm_insert (V : (ι → ℝ) → ℝ) (r x : ι → ℝ) {i : ι} {S : Finset ι} (hi : i ∉ S) :
    modeTerm V r (insert i S) x =
      modeTerm (fun y => V (Function.update y i (x i))) r S x - modeTerm V r S x := by
  unfold modeTerm
  rw [sum_powerset_insert hi, ← sum_sub_distrib, ← sum_add_distrib]
  apply sum_congr rfl
  intro T hT
  have hTS := mem_powerset.mp hT
  have hiT : i ∉ T := fun h => hi (hTS h)
  have hc := card_le_card hTS
  rw [card_insert_of_notMem hi, card_insert_of_notMem hiT, cut_insert r x i T,
    show S.card + 1 - T.card = (S.card - T.card) + 1 by omega,
    show S.card + 1 - (T.card + 1) = S.card - T.card by omega, pow_succ]
  ring

/-- A coupling term vanishes whenever one of its coordinates is at its reference value. -/
theorem modeTerm_eq_zero (V : (ι → ℝ) → ℝ) (r x : ι → ℝ) {i : ι} {S : Finset ι}
    (hi : i ∈ S) (hx : x i = r i) : modeTerm V r S x = 0 := by
  rw [← insert_erase hi, modeTerm_insert V r x (notMem_erase i S), sub_eq_zero]
  unfold modeTerm
  apply sum_congr rfl
  intro T hT
  have hiT : i ∉ T := fun h => notMem_erase i S (mem_powerset.mp hT h)
  -- resetting coordinate `i` to `x i = r i` does nothing
  have h : Function.update (cut r x T) i (x i) = cut r x T := by
    ext j
    by_cases h : j = i
    · subst h
      simp [cut, hiT, hx]
    · simp [h]
  simp only [h]

/-- If a potential depends only on the coordinates in `K`, its coupling term for any `S`
containing a coordinate outside `K` is zero. -/
theorem modeTerm_eq_zero_of_couplesOnly {f : (ι → ℝ) → ℝ} {K S : Finset ι}
    (hf : CouplesOnly f K) (r x : ι → ℝ) {i : ι} (hi : i ∈ S) (hK : i ∉ K) :
    modeTerm f r S x = 0 := by
  have h : (fun y => f (Function.update y i (x i))) = f := by
    funext y
    apply hf
    intro j hj
    have hji : j ≠ i := fun h => hK (h ▸ hj)
    simp [hji]
  rw [← insert_erase hi, modeTerm_insert f r x (notMem_erase i S), h, sub_self]

/-- The coupling term `V_S` depends only on the coordinates in `S`. -/
theorem couplesOnly_modeTerm (V : (ι → ℝ) → ℝ) (r : ι → ℝ) (S : Finset ι) :
    CouplesOnly (modeTerm V r S) S := by
  intro x y h
  unfold modeTerm
  apply sum_congr rfl
  intro T hT
  have hxy : cut r x T = cut r y T := by
    ext i
    by_cases hi : i ∈ T
    · simp [cut, hi, h i (mem_powerset.mp hT hi)]
    · simp [cut, hi]
  rw [hxy]

/-- The coupling terms among the coordinates in `U` add up to the potential on the cut where
only those coordinates are displaced. -/
theorem sum_modeTerm_cut (V : (ι → ℝ) → ℝ) (r x : ι → ℝ) (U : Finset ι) :
    ∑ S ∈ U.powerset, modeTerm V r S x = V (cut r x U) := by
  induction U using Finset.induction_on generalizing V with
  | empty => simp [modeTerm]
  | insert i U hi ih =>
    rw [sum_powerset_insert hi, ← sum_add_distrib, cut_insert]
    -- the finite differences telescope in coordinate `i`
    calc _ = ∑ S ∈ U.powerset, modeTerm (fun y => V (Function.update y i (x i))) r S x := by
          apply sum_congr rfl
          intro S hS
          rw [modeTerm_insert V r x (fun h => hi (mem_powerset.mp hS h))]
          ring
      _ = _ := ih (fun y => V (Function.update y i (x i)))

variable [Fintype ι]

/-- The mode expansion: the coupling terms over all sets of coordinates sum to the potential,
and each term vanishes when any of its coordinates is at the reference value. -/
theorem mode_expansion (V : (ι → ℝ) → ℝ) (r : ι → ℝ) :
    (∀ x, ∑ S : Finset ι, modeTerm V r S x = V x) ∧
      ∀ (S : Finset ι) (x : ι → ℝ), (∃ i ∈ S, x i = r i) → modeTerm V r S x = 0 := by
  refine ⟨fun x => ?_, fun S x ⟨i, hi, hx⟩ => modeTerm_eq_zero V r x hi hx⟩
  have h := sum_modeTerm_cut V r x univ
  have hc : cut r x univ = x := by
    ext i
    simp [cut]
  rwa [powerset_univ, hc] at h

/-- Any expansion of the potential into terms `W S` that depend only on the coordinates in `S`
and vanish when one of these is at its reference value is the mode expansion. -/
theorem mode_expansion_unique (V : (ι → ℝ) → ℝ) (r : ι → ℝ) (W : Finset ι → (ι → ℝ) → ℝ)
    (hdep : ∀ S, CouplesOnly (W S) S)
    (hvan : ∀ (S : Finset ι) (x : ι → ℝ), (∃ i ∈ S, x i = r i) → W S x = 0)
    (hsum : ∀ x, ∑ S : Finset ι, W S x = V x) (S : Finset ι) (x : ι → ℝ) :
    W S x = modeTerm V r S x := by
  -- on the cut `T` only the terms with `S ⊆ T` survive
  have key : ∀ T : Finset ι, ∑ S ∈ T.powerset, W S x = V (cut r x T) := by
    intro T
    rw [← hsum (cut r x T)]
    calc _ = ∑ S ∈ T.powerset, W S (cut r x T) :=
          sum_congr rfl fun S hS => hdep S _ _ fun i hi => by
            simp [cut, mem_powerset.mp hS hi]
      _ = _ := sum_subset (subset_univ _) fun S _ hS => by
            rw [mem_powerset, not_subset] at hS
            obtain ⟨i, hi, hiT⟩ := hS
            exact hvan S _ ⟨i, hi, by simp [cut, hiT]⟩
  induction S using Finset.strongInduction with
  | H S ih =>
    have h := (key S).trans (sum_modeTerm_cut V r x S).symm
    have h1 : W S x + ∑ T ∈ S.powerset.erase S, W T x = ∑ T ∈ S.powerset, W T x :=
      add_sum_erase S.powerset (fun T => W T x) (mem_powerset_self S)
    have h2 : modeTerm V r S x + ∑ T ∈ S.powerset.erase S, modeTerm V r T x =
        ∑ T ∈ S.powerset, modeTerm V r T x :=
      add_sum_erase S.powerset (fun T => modeTerm V r T x) (mem_powerset_self S)
    have h3 : ∑ T ∈ S.powerset.erase S, W T x =
        ∑ T ∈ S.powerset.erase S, modeTerm V r T x :=
      sum_congr rfl fun T hT => ih T (_root_.Finset.ssubset_iff_subset_ne.mpr
        ⟨mem_powerset.mp (mem_erase.mp hT).2, (mem_erase.mp hT).1⟩)
    linarith

/-- The `n`-mode potential: the expansion truncated to terms in at most `n` coordinates. -/
def nMode (V : (ι → ℝ) → ℝ) (r : ι → ℝ) (n : ℕ) (x : ι → ℝ) : ℝ :=
  ∑ S ∈ univ.filter (fun S : Finset ι => S.card ≤ n), modeTerm V r S x


/-- The `n`-mode potential is exact at every geometry with at most `n` coordinates displaced
from the reference point. -/
theorem nMode_exact_on_cuts (V : (ι → ℝ) → ℝ) (r x : ι → ℝ) (n : ℕ)
    (h : (univ.filter (fun i => x i ≠ r i)).card ≤ n) : nMode V r n x = V x := by
  rw [← (mode_expansion V r).1 x]
  refine sum_subset (filter_subset _ _) fun S _ hS' => ?_
  have hS : n < S.card := by simpa using hS'
  by_contra hne
  have hsub : S ⊆ univ.filter (fun i => x i ≠ r i) := fun i hi =>
    mem_filter.mpr ⟨mem_univ _, fun hx => hne (modeTerm_eq_zero V r x hi hx)⟩
  have := card_le_card hsub
  omega

/-- The `n`-mode potential is exact at all geometries if and only if the potential is a sum of
functions of at most `n` coordinates each. -/
theorem nMode_exact_iff (V : (ι → ℝ) → ℝ) (r : ι → ℝ) (n : ℕ) :
    (∀ x, nMode V r n x = V x) ↔
      ∃ f : Finset ι → (ι → ℝ) → ℝ, (∀ K, CouplesOnly (f K) K) ∧
        ∀ x, V x = ∑ K ∈ univ.filter (fun K : Finset ι => K.card ≤ n), f K x := by
  constructor
  · intro h
    exact ⟨modeTerm V r, couplesOnly_modeTerm V r, fun x => (h x).symm⟩
  · rintro ⟨f, hf, hV⟩ x
    rw [← (mode_expansion V r).1 x]
    refine sum_subset (filter_subset _ _) fun S _ hS' => ?_
    have hS : n < S.card := by simpa using hS'
    -- the coupling term is linear in the potential
    have hlin : modeTerm V r S x =
        ∑ K ∈ univ.filter (fun K : Finset ι => K.card ≤ n), modeTerm (f K) r S x := by
      unfold modeTerm
      simp only [hV, mul_sum]
      exact sum_comm
    rw [hlin]
    apply sum_eq_zero
    intro K hK
    have hKn := (mem_filter.mp hK).2
    have hSK : ¬ S ⊆ K := fun h => by
      have := card_le_card h
      omega
    obtain ⟨i, hi, hiK⟩ := not_subset.mp hSK
    exact modeTerm_eq_zero_of_couplesOnly (hf K) r x hi hiK

end

end NModeExpansion
```

```lean
#print axioms NModeExpansion.mode_expansion
#print axioms NModeExpansion.mode_expansion_unique
#print axioms NModeExpansion.nMode_exact_on_cuts
#print axioms NModeExpansion.nMode_exact_iff
```

```
'NModeExpansion.mode_expansion' depends on axioms: [propext, Classical.choice, Quot.sound]
'NModeExpansion.mode_expansion_unique' depends on axioms: [propext, Classical.choice, Quot.sound]
'NModeExpansion.nMode_exact_on_cuts' depends on axioms: [propext, Classical.choice, Quot.sound]
'NModeExpansion.nMode_exact_iff' depends on axioms: [propext, Classical.choice, Quot.sound]
```

## How the proof follows the derivation

`modeTerm_insert` is the finite-difference identity; `sum_powerset_insert` does the pairing of subsets. `modeTerm_eq_zero` and `modeTerm_eq_zero_of_couplesOnly` are the two ways in which the brackets vanish. `sum_modeTerm_cut` is the induction on U, and `mode_expansion` applies it to `univ`. In `mode_expansion_unique`, `key` evaluates the competing expansion on cuts, and `Finset.strongInduction` supplies agreement on proper subsets. Both truncation theorems use `sum_subset` to discard the vanishing terms.

The proof turns on `generalizing V` in `sum_modeTerm_cut`. The induction step needs the hypothesis for Vⁱ, a different potential from V. With V held fixed, the hypothesis would speak only of V and could not be applied.

The terms could also have been typed as functions of the coordinates in S alone, `(S → ℝ) → ℝ`. Uniqueness would then need no `CouplesOnly` hypothesis, but every sum over S would have to restrict x to each S first.
